# Spinor generators satisfy the Lorentz commutation relations for any metric in the Clifford relation

Suppose that the elements γ_a of a real associative algebra with unit satisfy

γ_a γ_b + γ_b γ_a = 2 g_ab 1

with real numbers g_ab, and put S_ab = (1/4)[γ_a, γ_b]. Then

[S_ab, S_cd] = g_bc S_ad − g_ac S_bd + g_bd S_ca − g_ad S_cb.

The signature and the number of indices are arbitrary, and g may be degenerate. For the Minkowski metric these are the Lorentz commutation relations, and the S_ab built from the Dirac matrices generate the infinitesimal boosts and rotations of a Dirac spinor; the only finite transformation treated here is a boost in a single plane.

## The algebra and its generators

```lean
import Mathlib

open Matrix

namespace SpinorLorentzAlgebra

noncomputable section

variable {ι A : Type*} [Ring A] [Algebra ℝ A]
```

`A` is the algebra in which the gamma matrices live. It need not consist of matrices. `ι` is the set of index values, with no restriction on its size.

```lean
/-- The gamma matrices `γ` satisfy the Clifford relation `γ_a γ_b + γ_b γ_a = 2 g_ab`. -/
def IsClifford (γ : ι → A) (g : ι → ι → ℝ) : Prop :=
  ∀ a b, γ a * γ b + γ b * γ a = (2 * g a b) • (1 : A)
```

`IsClifford γ g` is the anticommutation relation, required for all a and b. The sign `•` multiplies an algebra element by a real number. Physically, the relation says that a linear combination of gammas squares to a number:

(Σ p_a γ_a)² = Σ g_ab p_a p_b 1.

For the Minkowski metric, the operator i Σ γ_a ∂_a therefore squares to minus the wave operator, so each component of a solution of the free Dirac equation satisfies the Klein–Gordon equation. Symmetry of g is not a separate hypothesis: the left side of the relation is symmetric in a and b, so g is symmetric whenever 1 ≠ 0 in `A`.

```lean
/-- The spinor generator `S_ab = (1/4) [γ_a, γ_b]`. -/
def spinGen (γ : ι → A) (a b : ι) : A :=
  (1 / 4 : ℝ) • (γ a * γ b - γ b * γ a)
```

This is S_ab, without a factor i. The common convention (i/4)[γ_a, γ_b] is i times this generator.

```lean
/-- The spinor boost factor `cosh (t/2) + 2 sinh (t/2) S_ab` at rapidity `t`. -/
def boost (γ : ι → A) (a b : ι) (t : ℝ) : A :=
  Real.cosh (t / 2) • (1 : A) + (2 * Real.sinh (t / 2)) • spinGen γ a b
```

The boost factor is

B(t) = cosh(t/2) 1 + 2 sinh(t/2) S_ab.

It is defined for every pair of indices, but does not act as a boost for every g. Conditions on g under which it does appear below.

## From products to commutators

```lean
variable {γ : ι → A} {g : ι → ι → ℝ}

/-- Each gamma matrix squares to the diagonal entry of the metric. -/
theorem gamma_sq (h : IsClifford γ g) (a : ι) : γ a * γ a = g a a • (1 : A) := by
  calc γ a * γ a = (1 / 2 : ℝ) • (γ a * γ a + γ a * γ a) := by module
    _ = g a a • (1 : A) := by rw [h a a]; module
```

Setting b = a in the Clifford relation gives 2γ_a² = 2g_aa 1, hence γ_a² = g_aa 1. Lean writes γ_a² as half of γ_a² + γ_a² and then inserts the hypothesis `h`. The tactic `rw` replaces one side of an equation by the other, and `module` compares the coefficients of linear combinations.

```lean
/-- The spinor generator is half the product of two gamma matrices with its metric part
removed. -/
theorem spinGen_eq (h : IsClifford γ g) (a b : ι) :
    spinGen γ a b = (1 / 2 : ℝ) • (γ a * γ b - g a b • (1 : A)) := by
  have e : γ b * γ a = (2 * g a b) • (1 : A) - γ a * γ b := by
    rw [← h a b]; abel
  unfold spinGen
  rw [e]
  module
```

The relation gives γ_b γ_a = 2g_ab 1 − γ_a γ_b, which is the auxiliary fact `e`. Substituting it into the definition,

S_ab = (1/4)(2γ_a γ_b − 2g_ab 1) = (1/2)(γ_a γ_b − g_ab 1).

```lean
/-- The gamma matrices transform as a vector under the spinor generators:
`[S_ab, γ_c] = g_bc γ_a - g_ac γ_b`. -/
theorem spinGen_comm_gamma (h : IsClifford γ g) (a b c : ι) :
    spinGen γ a b * γ c - γ c * spinGen γ a b = g b c • γ a - g a c • γ b := by
  rw [spinGen_eq h]
  -- the commutator of a product with `γ_c` is written in terms of anticommutators
  calc _ = (1 / 2 : ℝ) • (γ a * (γ b * γ c + γ c * γ b)
          - (γ a * γ c + γ c * γ a) * γ b) := by
        simp only [smul_mul_assoc, mul_smul_comm, sub_mul, mul_sub, mul_add, add_mul,
          one_mul, mul_one, mul_assoc]
        module
    _ = _ := by
        rw [h b c, h a c]
        simp only [smul_mul_assoc, mul_smul_comm, one_mul, mul_one]
        module
```

The gammas transform as a vector. The number g_ab commutes with everything, so only the product γ_a γ_b contributes. Adding and subtracting γ_a γ_c γ_b gives

[γ_a γ_b, γ_c] = γ_a(γ_b γ_c + γ_c γ_b) − (γ_a γ_c + γ_c γ_a)γ_b = 2g_bc γ_a − 2g_ac γ_b.

Half of this is the claim,

[S_ab, γ_c] = g_bc γ_a − g_ac γ_b.

The two steps of the `calc` block are these two equalities, with the factor 1/2 carried along.

```lean
/-- The spinor generators obey the Lorentz algebra
`[S_ab, S_cd] = g_bc S_ad - g_ac S_bd + g_bd S_ca - g_ad S_cb` for any metric `g`. -/
theorem spinGen_lorentz_algebra (h : IsClifford γ g) (a b c d : ι) :
    spinGen γ a b * spinGen γ c d - spinGen γ c d * spinGen γ a b
      = g b c • spinGen γ a d - g a c • spinGen γ b d
        + g b d • spinGen γ c a - g a d • spinGen γ c b := by
  -- the commutator with `S_ab` acts as a derivation on `γ_c γ_d - γ_d γ_c`
  have key : ∀ S : A, S * spinGen γ c d - spinGen γ c d * S
      = (1 / 4 : ℝ) • ((S * γ c - γ c * S) * γ d + γ c * (S * γ d - γ d * S)
          - (S * γ d - γ d * S) * γ c - γ d * (S * γ c - γ c * S)) := by
    intro S
    simp only [spinGen, smul_mul_assoc, mul_smul_comm, sub_mul, mul_sub, mul_assoc]
    module
  rw [key, spinGen_comm_gamma h a b c, spinGen_comm_gamma h a b d]
  simp only [spinGen, smul_mul_assoc, mul_smul_comm, sub_mul, mul_sub]
  module
```

This is the main theorem. A commutator obeys the product rule, so for any S

[S, S_cd] = (1/4)([S, γ_c]γ_d + γ_c[S, γ_d] − [S, γ_d]γ_c − γ_d[S, γ_c]).

That is `key`. Now take S = S_ab and insert the vector law for c and for d:

[S_ab, γ_c] = g_bc γ_a − g_ac γ_b,

[S_ab, γ_d] = g_bd γ_a − g_ad γ_b.

Collecting terms by metric coefficient gives

- g_bc (1/4)(γ_a γ_d − γ_d γ_a) = g_bc S_ad
- −g_ac (1/4)(γ_b γ_d − γ_d γ_b) = −g_ac S_bd
- g_bd (1/4)(γ_c γ_a − γ_a γ_c) = g_bd S_ca
- −g_ad (1/4)(γ_c γ_b − γ_b γ_c) = −g_ad S_cb

The last two lines of the proof expand the products and carry out this collection.

Two limits are easy to read off. With a single index value, the only generator is S_aa = 0 and both sides vanish. With g = 0 the gammas anticommute and square to zero, and all the generators commute. The theorem does not say that the S_ab are linearly independent.

## A finite boost

```lean
/-- The square of a spinor generator is the number `(g_ab² - g_aa g_bb) / 4`. -/
theorem spinGen_sq (h : IsClifford γ g) (a b : ι) :
    spinGen γ a b * spinGen γ a b
      = ((g a b ^ 2 - g a a * g b b) / 4) • (1 : A) := by
  have hx : γ a * γ b * (γ a * γ b)
      = (2 * g a b) • (γ a * γ b) - (g a a * g b b) • (1 : A) := by
    calc _ = γ a * (γ a * γ b + γ b * γ a) * γ b - (γ a * γ a) * (γ b * γ b) := by
          noncomm_ring
      _ = _ := by
          rw [h a b, gamma_sq h a, gamma_sq h b]
          simp only [smul_mul_assoc, mul_smul_comm, mul_one]
          module
  rw [spinGen_eq h]
  simp only [smul_mul_assoc, mul_smul_comm, sub_mul, mul_sub, one_mul, mul_one, hx]
  module
```

Write X = γ_a γ_b. In X² = γ_a γ_b γ_a γ_b, replacing the middle two factors γ_b γ_a by 2g_ab 1 − γ_a γ_b gives

X² = 2g_ab X − g_aa g_bb 1,

which is `hx`. Then

S_ab² = (1/4)(X² − 2g_ab X + g_ab² 1) = (1/4)(g_ab² − g_aa g_bb) 1.

```lean
/-- For orthogonal directions with squares `+1` and `-1`, the boost factors at opposite
rapidities multiply to one. -/
theorem boost_mul_boost_neg (h : IsClifford γ g) {a b : ι} (ha : g a a = 1)
    (hb : g b b = -1) (hab : g a b = 0) (t : ℝ) :
    boost γ a b t * boost γ a b (-t) = 1 := by
  have hS : spinGen γ a b * spinGen γ a b = (1 / 4 : ℝ) • (1 : A) := by
    rw [spinGen_sq h, ha, hb, hab]; norm_num
  unfold boost
  rw [neg_div, Real.cosh_neg, Real.sinh_neg]
  simp only [add_mul, mul_add, smul_mul_assoc, mul_smul_comm, one_mul, mul_one, hS]
  calc _ = (Real.cosh (t / 2) ^ 2 - Real.sinh (t / 2) ^ 2) • (1 : A) := by module
    _ = 1 := by rw [Real.cosh_sq_sub_sinh_sq, one_smul]
```

The hypotheses `ha`, `hb` and `hab` select one direction with square +1 and an orthogonal one with square −1, such as time and one space axis in signature (+,−,−,−). Then S_ab² = 1/4, and the cross terms cancel:

B(t)B(−t) = cosh²(t/2) − 4 sinh²(t/2) S_ab² = cosh²(t/2) − sinh²(t/2) = 1.

Since t is arbitrary, B(−t) is the inverse of B(t) on both sides.

```lean
/-- Conjugation by the spinor boost factor mixes the two gamma matrices of the boost plane
by a Lorentz boost of rapidity `t`. -/
theorem boost_conj_gamma (h : IsClifford γ g) {a b : ι} (ha : g a a = 1)
    (hb : g b b = -1) (hab : g a b = 0) (t : ℝ) :
    boost γ a b t * γ a * boost γ a b (-t) = Real.cosh t • γ a - Real.sinh t • γ b ∧
    boost γ a b t * γ b * boost γ a b (-t) = Real.cosh t • γ b - Real.sinh t • γ a := by
  have hS : spinGen γ a b = (1 / 2 : ℝ) • (γ a * γ b) := by
    rw [spinGen_eq h, hab, zero_smul, sub_zero]
  have hba : γ b * γ a = -(γ a * γ b) := by
    have h0 := h a b
    rw [hab, mul_zero, zero_smul] at h0
    exact eq_neg_of_add_eq_zero_right h0
  have haa : γ a * γ a = 1 := by rw [gamma_sq h, ha, one_smul]
  have hbb : γ b * γ b = -1 := by rw [gamma_sq h, hb, neg_smul, one_smul]
  -- the generator exchanges the two gamma matrices
  have h1 : γ a * spinGen γ a b = (1 / 2 : ℝ) • γ b := by
    rw [hS, mul_smul_comm, ← mul_assoc, haa, one_mul]
  have h2 : spinGen γ a b * γ a = (-(1 / 2) : ℝ) • γ b := by
    rw [hS, smul_mul_assoc, mul_assoc, hba, mul_neg, ← mul_assoc, haa, one_mul]
    module
  have h3 : γ b * spinGen γ a b = (1 / 2 : ℝ) • γ a := by
    rw [hS, mul_smul_comm, ← mul_assoc, hba, neg_mul, mul_assoc, hbb, mul_neg, mul_one,
      neg_neg]
  have h4 : spinGen γ a b * γ b = (-(1 / 2) : ℝ) • γ a := by
    rw [hS, smul_mul_assoc, mul_assoc, hbb, mul_neg, mul_one]
    module
  -- half-rapidity formulas
  have hc : Real.cosh t = Real.cosh (t / 2) ^ 2 + Real.sinh (t / 2) ^ 2 := by
    rw [← Real.cosh_two_mul]; congr 1; ring
  have hs : Real.sinh t = 2 * Real.sinh (t / 2) * Real.cosh (t / 2) := by
    rw [← Real.sinh_two_mul]; congr 1; ring
  unfold boost
  rw [neg_div, Real.cosh_neg, Real.sinh_neg, hc, hs]
  constructor <;>
  · simp only [add_mul, mul_add, smul_mul_assoc, mul_smul_comm, one_mul, mul_one,
      h1, h2, h3, h4]
    module
```

The symbol `∧` joins two statements, one for each gamma of the plane. Under the same hypotheses S_ab = γ_a γ_b/2 and γ_b γ_a = −γ_a γ_b, so the facts `h1` to `h4` read

γ_a S_ab = γ_b/2, S_ab γ_a = −γ_b/2,

γ_b S_ab = γ_a/2, S_ab γ_b = −γ_a/2.

With C = cosh(t/2) and D = sinh(t/2), the first conjugation is

B(t) γ_a B(−t) = (C γ_a − D γ_b)(C − 2D S_ab) = (C² + D²)γ_a − 2CD γ_b.

The half-rapidity formulas `hc` and `hs` turn this into cosh t γ_a − sinh t γ_b. Exchanging the roles of γ_a and γ_b gives the second statement in the same way. Half the rapidity in the spinor factor thus produces the full rapidity on the vector. Finite rotations and the transformation of the Dirac equation itself are not treated.

In a plane-wave calculation, this factor turns a rest-frame spinor into a moving one. For the Dirac matrices below, with a the time index and b a space index, 2S_ab is the matrix α_b = γ_a γ_b of the Dirac Hamiltonian. A program can therefore apply cosh(t/2) + sinh(t/2) α_b directly, without a numerical matrix exponential. The factor is not unitary: a rest-frame spinor u with u†u = 1 and a definite sign of the energy comes out with u†u = cosh t, and has to be divided by the square root of cosh t if unit norm is wanted.

## Pauli and Dirac matrices as examples

```lean
/-- The three Pauli matrices. -/
def pauli : Fin 3 → Matrix (Fin 2) (Fin 2) ℂ :=
  ![!![0, 1; 1, 0], !![0, -Complex.I; Complex.I, 0], !![1, 0; 0, -1]]
```

`Fin 3` has the values 0, 1, 2, so `pauli 0`, `pauli 1` and `pauli 2` are σ_x, σ_y and σ_z.

```lean
/-- The Dirac matrices in block form, with one time index and three space indices. -/
def dirac : Unit ⊕ Fin 3 → Matrix (Fin 2 ⊕ Fin 2) (Fin 2 ⊕ Fin 2) ℂ
  | .inl _ => fromBlocks 1 0 0 (-1)
  | .inr i => fromBlocks 0 (pauli i) (-pauli i) 0
```

The index type `Unit ⊕ Fin 3` has one time value, marked `.inl`, and three space values, marked `.inr`. The 4 × 4 matrices are assembled from 2 × 2 blocks in the standard Dirac representation. They are usually written γ^μ with an upper index; the Minkowski metric has the same entries with upper and lower indices, so the relation reads the same.

```lean
/-- The Minkowski metric with signature `(+,-,-,-)`. -/
def minkowski : Unit ⊕ Fin 3 → Unit ⊕ Fin 3 → ℝ
  | .inl _, .inl _ => 1
  | .inr i, .inr j => -(if i = j then 1 else 0)
  | .inl _, .inr _ => 0
  | .inr _, .inl _ => 0
```

The diagonal entries are +1 for time and −1 for each space direction; all others are zero.

```lean
/-- The Pauli matrices satisfy the Clifford relation with the Euclidean metric. -/
theorem pauli_witness : IsClifford pauli (fun i j => if i = j then 1 else 0) := by
  intro i j
  fin_cases i <;> fin_cases j <;> ext k l <;> fin_cases k <;> fin_cases l <;>
    simp [pauli] <;> norm_num
```

The Pauli matrices satisfy the relation with g_ij = δ_ij. Lean goes through all nine index pairs and compares the four matrix entries for each, which `fin_cases` and `ext` set up.

The main theorem can be seen at work here. The definition gives S_01 = (i/2)σ_z and S_12 = (i/2)σ_x, so

[S_01, S_12] = −(1/4)[σ_z, σ_x] = −(i/2)σ_y = S_02,

in agreement with the single surviving term g_11 S_02. The same comparison, run over all index quadruples, is a quick consistency check in a relativistic code. For the Dirac matrices it detects a metric with the wrong overall sign. It does not detect a reversed sign of a single gamma matrix, which leaves the Clifford relation intact, and passing it does not prove the Clifford relation: matrices that all commute with each other give S_ab = 0 and pass as well.

```lean
/-- The Dirac matrices satisfy the Clifford relation with the Minkowski metric. -/
theorem dirac_witness : IsClifford dirac minkowski := by
  have hone : ∀ r : ℝ, r • (1 : Matrix (Fin 2 ⊕ Fin 2) (Fin 2 ⊕ Fin 2) ℂ)
      = fromBlocks (r • 1) 0 0 (r • 1) := by
    intro r
    rw [← fromBlocks_one, fromBlocks_smul]
    simp only [smul_zero]
  rintro (_ | i) (_ | j) <;> rw [hone] <;>
    simp only [dirac, minkowski, fromBlocks_multiply, fromBlocks_add] <;>
    rw [fromBlocks_inj]
  · refine ⟨?_, ?_, ?_, ?_⟩ <;> simp [two_smul]
  · refine ⟨?_, ?_, ?_, ?_⟩ <;> simp
  · refine ⟨?_, ?_, ?_, ?_⟩ <;> simp
  · -- two space directions reduce to the Pauli relation
    have hk : -(pauli i * pauli j + pauli j * pauli i)
        = (2 * -(if i = j then 1 else 0) : ℝ) • (1 : Matrix (Fin 2) (Fin 2) ℂ) := by
      rw [pauli_witness i j, mul_neg, neg_smul]
    rw [← hk]
    refine ⟨?_, ?_, ?_, ?_⟩
    · noncomm_ring
    · simp
    · simp
    · noncomm_ring

end

end SpinorLorentzAlgebra
```

The proof separates time and space indices and compares blocks. The time matrix squares to 1. In the mixed cases the two products cancel. For two space indices i and j, both diagonal blocks of the anticommutator are

−(σ_i σ_j + σ_j σ_i) = −2δ_ij 1,

by the Pauli relation, and the off-diagonal blocks vanish. The general theorems therefore apply to the usual Dirac matrices.

```lean
#print axioms SpinorLorentzAlgebra.spinGen_lorentz_algebra
#print axioms SpinorLorentzAlgebra.boost_mul_boost_neg
#print axioms SpinorLorentzAlgebra.boost_conj_gamma
```

```
'SpinorLorentzAlgebra.spinGen_lorentz_algebra' depends on axioms: [propext, Classical.choice, Quot.sound]
'SpinorLorentzAlgebra.boost_mul_boost_neg' depends on axioms: [propext, Classical.choice, Quot.sound]
'SpinorLorentzAlgebra.boost_conj_gamma' depends on axioms: [propext, Classical.choice, Quot.sound]
```
